# Four on-shell particles of equal mass with $p_1+p_2=p_3+p_4$ obey $s+t+u=4m^2$, $s\ge 4m^2$, $t\le 0$ and $u\le 0$

Two electrons collide and two electrons fly apart: which collision energies and momentum transfers do the conservation laws allow? With $c=1$ and four-momenta $p_1,p_2$ before and $p_3,p_4$ after, the question concerns the Mandelstam variables $s=(p_1+p_2)^2$, $t=(p_1-p_3)^2$ and $u=(p_1-p_4)^2$. Here the square of a four-momentum is its energy squared minus its spatial momentum squared, and "on shell" means that this square is $m^2$ and that the energy is positive.

```lean
import Mathlib

open InnerProductGeometry

namespace MandelstamKinematics

variable {V : Type*} [NormedAddCommGroup V] [InnerProductSpace ℝ V]

/-- The Minkowski product `E E' - ⟨p, p'⟩` of two four-momenta, each a pair of an energy and
a spatial momentum, in units with `c = 1`. -/
def minkowski (p q : ℝ × V) : ℝ := p.1 * q.1 - inner ℝ p.2 q.2

/-- The invariant square `E² - |p|²` of a four-momentum. -/
def msq (p : ℝ × V) : ℝ := minkowski p p

/-- A four-momentum is on the mass shell of `m` if its energy is positive and its invariant
square is `m²`. -/
def OnShell (m : ℝ) (p : ℝ × V) : Prop := 0 < p.1 ∧ msq p = m ^ 2

/-- The invariant square of a sum of two four-momenta. -/
theorem msq_add (p q : ℝ × V) : msq (p + q) = msq p + msq q + 2 * minkowski p q := by
  simp only [msq, minkowski, Prod.fst_add, Prod.snd_add, inner_add_left, inner_add_right]
  rw [real_inner_comm p.2 q.2]
  ring

/-- The invariant square of a difference of two four-momenta. -/
theorem msq_sub (p q : ℝ × V) : msq (p - q) = msq p + msq q - 2 * minkowski p q := by
  simp only [msq, minkowski, Prod.fst_sub, Prod.snd_sub, inner_sub_left, inner_sub_right]
  rw [real_inner_comm p.2 q.2]
  ring

/-- If four-momentum is conserved, `s + t + u` is the sum of the four invariant squares,
whatever their values. -/
theorem mandelstam_sum {p₁ p₂ p₃ p₄ : ℝ × V} (hcons : p₁ + p₂ = p₃ + p₄) :
    msq (p₁ + p₂) + msq (p₁ - p₃) + msq (p₁ - p₄) = msq p₁ + msq p₂ + msq p₃ + msq p₄ := by
  -- contract the conservation law with `p₁`
  have h := congrArg (minkowski p₁) hcons
  have hadd : ∀ q r : ℝ × V, minkowski p₁ (q + r) = minkowski p₁ q + minkowski p₁ r := by
    intro q r
    simp only [minkowski, Prod.fst_add, Prod.snd_add, inner_add_right]
    ring
  rw [hadd, hadd] at h
  have h₁ : msq p₁ = minkowski p₁ p₁ := rfl
  rw [msq_add, msq_sub, msq_sub]
  linear_combination 2 * h + 2 * h₁

/-- The Minkowski product of two on-shell four-momenta is at least the product of their
masses. -/
theorem mass_mul_le_minkowski {m₁ m₂ : ℝ} {p q : ℝ × V}
    (hp : OnShell m₁ p) (hq : OnShell m₂ q) : m₁ * m₂ ≤ minkowski p q := by
  obtain ⟨hp0, hp⟩ := hp
  obtain ⟨hq0, hq⟩ := hq
  simp only [msq, minkowski, real_inner_self_eq_norm_sq] at hp hq
  have e₁ : p.1 ^ 2 = m₁ ^ 2 + ‖p.2‖ ^ 2 := by linear_combination hp
  have e₂ : q.1 ^ 2 = m₂ ^ 2 + ‖q.2‖ ^ 2 := by linear_combination hq
  -- Cauchy-Schwarz for the pairs (mass, size of the momentum)
  have h : (m₁ * m₂ + ‖p.2‖ * ‖q.2‖) ^ 2 ≤ (p.1 * q.1) ^ 2 := by
    rw [mul_pow p.1, e₁, e₂]
    nlinarith [sq_nonneg (m₁ * ‖q.2‖ - m₂ * ‖p.2‖)]
  have h' := (le_abs_self _).trans (abs_le_of_sq_le_sq h (mul_pos hp0 hq0).le)
  -- Cauchy-Schwarz for the spatial momenta
  have hc := real_inner_le_norm p.2 q.2
  unfold minkowski
  linarith

/-- For two on-shell four-momenta of masses `m₁` and `m₂`, the square of the sum is at least
`(m₁ + m₂)²` and the square of the difference is at most `(m₁ - m₂)²`. -/
theorem invariant_mass_bounds {m₁ m₂ : ℝ} {p q : ℝ × V}
    (hp : OnShell m₁ p) (hq : OnShell m₂ q) :
    (m₁ + m₂) ^ 2 ≤ msq (p + q) ∧ msq (p - q) ≤ (m₁ - m₂) ^ 2 := by
  have h := mass_mul_le_minkowski hp hq
  rw [msq_add, msq_sub, hp.2, hq.2]
  constructor <;> nlinarith

/-- For four on-shell four-momenta of equal mass `m` with `p₁ + p₂ = p₃ + p₄`, the Mandelstam
variables satisfy `s + t + u = 4m²`, `s ≥ 4m²`, `t ≤ 0` and `u ≤ 0`. -/
theorem mandelstam_equal_mass {m : ℝ} {p₁ p₂ p₃ p₄ : ℝ × V}
    (h₁ : OnShell m p₁) (h₂ : OnShell m p₂) (h₃ : OnShell m p₃) (h₄ : OnShell m p₄)
    (hcons : p₁ + p₂ = p₃ + p₄) :
    msq (p₁ + p₂) + msq (p₁ - p₃) + msq (p₁ - p₄) = 4 * m ^ 2 ∧
      4 * m ^ 2 ≤ msq (p₁ + p₂) ∧ msq (p₁ - p₃) ≤ 0 ∧ msq (p₁ - p₄) ≤ 0 := by
  have hs := (invariant_mass_bounds h₁ h₂).1
  have ht := (invariant_mass_bounds h₁ h₃).2
  have hu := (invariant_mass_bounds h₁ h₄).2
  refine ⟨?_, by linarith, by linarith, by linarith⟩
  rw [mandelstam_sum hcons, h₁.2, h₂.2, h₃.2, h₄.2]
  ring

/-- Two on-shell four-momenta of the same nonzero mass `m` have Minkowski product `m²`
exactly when they are equal. -/
theorem minkowski_eq_iff {m : ℝ} (hm : m ≠ 0) {p q : ℝ × V}
    (hp : OnShell m p) (hq : OnShell m q) : minkowski p q = m ^ 2 ↔ p = q := by
  constructor
  · intro hM
    obtain ⟨hp0, hp⟩ := hp
    obtain ⟨hq0, hq⟩ := hq
    simp only [msq, minkowski, real_inner_self_eq_norm_sq] at hp hq hM
    have e₁ : p.1 ^ 2 = m ^ 2 + ‖p.2‖ ^ 2 := by linear_combination hp
    have e₂ : q.1 ^ 2 = m ^ 2 + ‖q.2‖ ^ 2 := by linear_combination hq
    have hc := real_inner_le_norm p.2 q.2
    have h : p.1 * q.1 ≤ m ^ 2 + ‖p.2‖ * ‖q.2‖ := by linarith
    have h2 := pow_le_pow_left₀ (mul_pos hp0 hq0).le h 2
    rw [mul_pow p.1, e₁, e₂] at h2
    -- the spatial momenta have the same size, hence the energies agree
    have h3 : m ^ 2 * (‖p.2‖ - ‖q.2‖) ^ 2 = 0 :=
      le_antisymm (by nlinarith) (by positivity)
    have h4 := (mul_eq_zero.mp h3).resolve_left (pow_ne_zero 2 hm)
    have hn : ‖p.2‖ = ‖q.2‖ := sub_eq_zero.mp ((pow_eq_zero_iff two_ne_zero).mp h4)
    have hE : p.1 = q.1 := (sq_eq_sq₀ hp0.le hq0.le).mp (by rw [e₁, e₂, hn])
    have h5 : ‖p.2 - q.2‖ ^ 2 = 0 := by
      rw [norm_sub_sq_real]
      linear_combination 2 * hM - e₁ - e₂ + (p.1 - q.1) * hE
    exact Prod.ext hE
      (sub_eq_zero.mp (norm_eq_zero.mp ((pow_eq_zero_iff two_ne_zero).mp h5)))
  · intro h
    rw [← h]
    exact hp.2

/-- For two on-shell four-momenta of the same nonzero mass `m`, the square of the sum is `4m²`
exactly when they are equal, and so is the square of the difference zero. -/
theorem threshold_and_forward {m : ℝ} (hm : m ≠ 0) {p q : ℝ × V}
    (hp : OnShell m p) (hq : OnShell m q) :
    (msq (p + q) = 4 * m ^ 2 ↔ p = q) ∧ (msq (p - q) = 0 ↔ p = q) := by
  rw [← minkowski_eq_iff hm hp hq, msq_add, msq_sub, hp.2, hq.2]
  refine ⟨⟨fun h => ?_, fun h => ?_⟩, ⟨fun h => ?_, fun h => ?_⟩⟩ <;> linarith

/-- In the centre-of-momentum frame, with all four energies equal to `E` and spatial momenta
`k, -k` before and `k', -k'` after, `|k'| = |k|`, the Mandelstam variables are `s = 4E²`,
`t = -2|k|²(1 - cos θ)` and `u = -2|k|²(1 + cos θ)`, where `θ` is the angle from `k` to `k'`. -/
theorem centre_of_momentum (E : ℝ) {k k' : V} (hk : ‖k'‖ = ‖k‖) :
    msq ((E, k) + (E, -k)) = 4 * E ^ 2 ∧
      msq ((E, k) - (E, k')) = -2 * ‖k‖ ^ 2 * (1 - Real.cos (angle k k')) ∧
      msq ((E, k) - (E, -k')) = -2 * ‖k‖ ^ 2 * (1 + Real.cos (angle k k')) := by
  have hc := cos_angle_mul_norm_mul_norm k k'
  rw [hk] at hc
  refine ⟨?_, ?_, ?_⟩
  · simp only [msq, minkowski, Prod.mk_add_mk, add_neg_cancel, inner_zero_left]
    ring
  · simp only [msq, minkowski, Prod.mk_sub_mk, real_inner_self_eq_norm_sq, norm_sub_sq_real, hk]
    linear_combination -2 * hc
  · simp only [msq, minkowski, Prod.mk_sub_mk, sub_neg_eq_add, real_inner_self_eq_norm_sq,
      norm_add_sq_real, hk]
    linear_combination 2 * hc

/-- If space contains two orthonormal directions, all real `s > 0`, `t ≤ 0`, `u ≤ 0` with
`s + t + u = 4m²` are the Mandelstam variables of some collision of on-shell particles of
equal mass `m`. -/
theorem physical_region_attained {e f : V} (he : ‖e‖ = 1) (hf : ‖f‖ = 1)
    (hef : inner ℝ e f = 0) {m s t u : ℝ} (hs : 0 < s) (ht : t ≤ 0) (hu : u ≤ 0)
    (hsum : s + t + u = 4 * m ^ 2) :
    ∃ p₁ p₂ p₃ p₄ : ℝ × V, (OnShell m p₁ ∧ OnShell m p₂ ∧ OnShell m p₃ ∧ OnShell m p₄) ∧
      p₁ + p₂ = p₃ + p₄ ∧
      msq (p₁ + p₂) = s ∧ msq (p₁ - p₃) = t ∧ msq (p₁ - p₄) = u := by
  have hee : inner ℝ e e = 1 := by rw [real_inner_self_eq_norm_sq, he]; norm_num
  have hff : inner ℝ f f = 1 := by rw [real_inner_self_eq_norm_sq, hf]; norm_num
  have hfe : inner ℝ f e = 0 := by rw [real_inner_comm]; exact hef
  obtain ⟨a, ha⟩ : ∃ a : ℝ, a ^ 2 = -u / 4 := ⟨√(-u / 4), Real.sq_sqrt (by linarith)⟩
  obtain ⟨b, hb⟩ : ∃ b : ℝ, b ^ 2 = -t / 4 := ⟨√(-t / 4), Real.sq_sqrt (by linarith)⟩
  obtain ⟨E, hE0, hE⟩ : ∃ E : ℝ, 0 < E ∧ E ^ 2 = s / 4 :=
    ⟨√(s / 4), Real.sqrt_pos.mpr (by linarith), Real.sq_sqrt (by linarith)⟩
  -- every momentum of the form `(E, x f + y e)` with `x² = a²`, `y² = b²` is on shell
  have hshell : ∀ x y : ℝ, x ^ 2 = a ^ 2 → y ^ 2 = b ^ 2 → OnShell m (E, x • f + y • e) := by
    intro x y hx hy
    refine ⟨hE0, ?_⟩
    simp only [msq, minkowski, inner_add_left, inner_add_right, real_inner_smul_left,
      real_inner_smul_right, hee, hff, hef, hfe]
    linear_combination hE - ha - hb - hx - hy + hsum / 4
  refine ⟨(E, a • f + b • e), (E, (-a) • f + (-b) • e), (E, a • f + (-b) • e),
    (E, (-a) • f + b • e), ⟨hshell _ _ rfl rfl, hshell _ _ (by ring) (by ring),
    hshell _ _ rfl (by ring), hshell _ _ (by ring) rfl⟩, ?_, ?_, ?_, ?_⟩
  · refine Prod.ext rfl ?_
    simp only [Prod.snd_add]
    module
  all_goals
    simp only [msq, minkowski, Prod.mk_add_mk, Prod.mk_sub_mk, inner_add_left, inner_add_right,
      inner_sub_left, inner_sub_right, real_inner_smul_left, real_inner_smul_right,
      hee, hff, hef, hfe]
  · linear_combination 4 * hE
  · linear_combination -4 * hb
  · linear_combination -4 * ha

end MandelstamKinematics
```

```lean
#print axioms MandelstamKinematics.mandelstam_equal_mass
-- 'MandelstamKinematics.mandelstam_equal_mass' depends on axioms: [propext, Classical.choice, Quot.sound]
#print axioms MandelstamKinematics.threshold_and_forward
-- 'MandelstamKinematics.threshold_and_forward' depends on axioms: [propext, Classical.choice, Quot.sound]
#print axioms MandelstamKinematics.centre_of_momentum
-- 'MandelstamKinematics.centre_of_momentum' depends on axioms: [propext, Classical.choice, Quot.sound]
#print axioms MandelstamKinematics.physical_region_attained
-- 'MandelstamKinematics.physical_region_attained' depends on axioms: [propext, Classical.choice, Quot.sound]
```

## Four-momenta as pairs of energy and momentum

A four-momentum is an element of `ℝ × V`: its first entry `p.1` is the energy $E_p$, its second entry `p.2` the spatial momentum $\mathbf p$. The space `V` is any real inner product space, so ordinary three-dimensional space is one case among others. The function `minkowski` is the product

$$p\cdot q=E_pE_q-\mathbf p\cdot\mathbf q ,$$

which fixes the sign convention in which a massive particle has positive invariant square. The name `msq` stands for that square, $p^2=p\cdot p$, and not for a mean square.

`OnShell m p` says that $E_p>0$ and $p^2=m^2$. Many textbooks use "on shell" for the second condition alone. Massless particles are included, and since only $m^2$ enters, the sign of the real number `m` has no effect.

The main theorem, `mandelstam_equal_mass`, takes four on-shell momenta of the same `m` and the conservation law `p₁ + p₂ = p₃ + p₄`, and returns the sum rule and the three inequalities. Its expressions `msq (p₁ + p₂)`, `msq (p₁ - p₃)` and `msq (p₁ - p₄)` are $s$, $t$ and $u$. To apply it to an experiment, one identifies these pairs with the sharp momenta of free particles long before and long after the collision.

In lowest-order quantum electrodynamics, the amplitude for electron–electron scattering contains the photon propagators $1/t$ and $1/u$; for this two-to-two, equal-mass process the inequalities say that the exchanged momentum is never timelike.

## The sum rule needs only conservation

Expanding the squares gives

$$(p\pm q)^2=p^2+q^2\pm 2\,p\cdot q ,$$

which is `msq_add` and `msq_sub`. The three Mandelstam variables therefore add up to

$$s+t+u=3p_1^2+p_2^2+p_3^2+p_4^2+2\,(p_1\cdot p_2-p_1\cdot p_3-p_1\cdot p_4).$$

Taking the product of the conservation law with $p_1$ gives $p_1^2+p_1\cdot p_2=p_1\cdot p_3+p_1\cdot p_4$, so the bracket equals $-p_1^2$ and

$$s+t+u=p_1^2+p_2^2+p_3^2+p_4^2 .$$

This is `mandelstam_sum`, which holds for arbitrary invariant squares. In Lean, `congrArg (minkowski p₁) hcons` takes the product with $p_1$, and `linear_combination` adds twice the resulting equation. For equal masses the right-hand side is $4m^2$.

## Two on-shell momenta satisfy $p\cdot q\ge m_1m_2$

All three inequalities come from one bound. Let $p$ and $q$ be on shell with masses $m_1$ and $m_2$, and write $P=|\mathbf p|$, $Q=|\mathbf q|$. Then $E_p^2=m_1^2+P^2$ and $E_q^2=m_2^2+Q^2$, so

$$E_p^2E_q^2-(m_1m_2+PQ)^2=(m_1Q-m_2P)^2\ge 0 .$$

Both energies are positive, so taking roots gives $E_pE_q\ge m_1m_2+PQ$. The Cauchy–Schwarz inequality in space, $\mathbf p\cdot\mathbf q\le PQ$, then yields

$$p\cdot q=E_pE_q-\mathbf p\cdot\mathbf q\ge m_1m_2 .$$

The lemma `mass_mul_le_minkowski` takes the same route. The equations `e₁` and `e₂` are the mass shells, `nlinarith` is handed the square $(m_1Q-m_2P)^2$ as a hint, and `real_inner_le_norm` is the spatial Cauchy–Schwarz inequality.

Inserting the bound into the expanded squares gives `invariant_mass_bounds`:

$$(p+q)^2\ge(m_1+m_2)^2,\qquad (p-q)^2\le(m_1-m_2)^2 .$$

With all masses equal to $m$, the first inequality for $p_1,p_2$ is $s\ge4m^2$. The second, for $p_1,p_3$ and for $p_1,p_4$, is $t\le0$ and $u\le0$.

## Taking the root, and what negative energy does to it

The passage from squares to the quantities themselves is made by Mathlib's `abs_le_of_sq_le_sq`. From $a^2\le b^2$ and $0\le b$ it concludes $|a|\le b$. Here $a=m_1m_2+PQ$ and $b=E_pE_q$. Nothing is required of the sign of $a$, which is convenient because `m₁` and `m₂` are arbitrary real numbers; `le_abs_self` then supplies $a\le|a|$. The condition $0\le b$ is where positive energy enters, through `mul_pos hp0 hq0`.

A small example shows what happens without any condition on the signs of the energies. For $m>0$ take

$$p_1=p_3=(m,\mathbf 0),\qquad p_2=p_4=(-m,\mathbf 0).$$

Every invariant square is $m^2$ and four-momentum is conserved, but $s=0$, $t=0$ and $u=4m^2$. The sum rule survives, while $s\ge4m^2$ and $u\le0$ both fail. For $p_1$ and $p_2$ the squares still satisfy $a^2\le b^2$, but $b=-m^2$ is negative and the root can't be taken.

## At threshold the incoming momenta coincide

Let $m\neq0$ and suppose that two on-shell momenta of mass $m$ have $p\cdot q=m^2$. Then $E_pE_q=m^2+\mathbf p\cdot\mathbf q\le m^2+PQ$. Squaring and inserting the mass shells leaves

$$m^2(P-Q)^2\le0 ,$$

so $P=Q$ and the energies agree. Now $\mathbf p\cdot\mathbf q=E_p^2-m^2=P^2$, and therefore

$$|\mathbf p-\mathbf q|^2=P^2+Q^2-2\,\mathbf p\cdot\mathbf q=0 .$$

Hence $p=q$; the converse is the mass-shell condition itself. In `minkowski_eq_iff`, the steps `h3`, `hn`, `hE` and `h5` are these four conclusions in order.

Since $(p\pm q)^2=2m^2\pm2\,p\cdot q$, the theorem `threshold_and_forward` follows. The value $s=4m^2$ occurs exactly when the incoming particles have the same four-momentum, so that they are at rest relative to each other, and $t=0$ exactly when $p_3=p_1$. For $m=0$ this is false: two photons of different energy moving in the same direction have $p\cdot q=0$.

## Scattering angle and the full physical region

In the centre-of-momentum frame the incoming momenta are $(E,\mathbf k)$ and $(E,-\mathbf k)$, the outgoing ones $(E,\mathbf k')$ and $(E,-\mathbf k')$, with $|\mathbf k'|=|\mathbf k|$. The total spatial momentum is zero, so $s=(2E)^2=4E^2$. In the two differences the energies cancel, and with $\theta$ the angle from $\mathbf k$ to $\mathbf k'$

$$t=-|\mathbf k-\mathbf k'|^2=-2|\mathbf k|^2(1-\cos\theta),\qquad u=-|\mathbf k+\mathbf k'|^2=-2|\mathbf k|^2(1+\cos\theta).$$

The theorem `centre_of_momentum` states this for momenta already given in that form. It contains no Lorentz transformation that would bring a general collision there. Its proof expands the norms and replaces $\mathbf k\cdot\mathbf k'$ by means of `cos_angle_mul_norm_mul_norm`.

The same frame answers the converse question, whether every allowed triple occurs. In `physical_region_attained`, the letters `e` and `f` are two orthonormal directions in space, not charges or forces. Given $s>0$, $t\le0$, $u\le0$ and $s+t+u=4m^2$, choose $a,b$ and $E>0$ with

$$a^2=-\tfrac u4,\qquad b^2=-\tfrac t4,\qquad E^2=\tfrac s4,$$

and set $\mathbf k=a\mathbf f+b\mathbf e$, $\mathbf k'=a\mathbf f-b\mathbf e$. Each of the four momenta is on shell, because

$$E^2-a^2-b^2=\tfrac14(s+t+u)=m^2 .$$

Both pairs add up to $(2E,\mathbf 0)$, so four-momentum is conserved and $(2E)^2=s$. The differences give $-|\mathbf k-\mathbf k'|^2=-4b^2=t$ and $-|\mathbf k+\mathbf k'|^2=-4a^2=u$. In Lean, `hshell` checks the mass shell for all four sign choices at once, and the closing `linear_combination` lines verify $s$, $t$ and $u$.

Two directions are needed for the general triple: on a line, $\mathbf k'=\pm\mathbf k$, and one of $t$ and $u$ vanishes. For $m\neq0$ the condition $s>0$ follows from the others. For $m=0$ it leaves out the single point $s=t=u=0$, which belongs to massless particles all moving in one direction and has no centre-of-momentum frame.
